# On a three-site ring with equal amplitudes, Tully's surface-hopping rates switch more than the populations require

The theorem `ring_current_fewer_switches` concerns a three-state Hamiltonian on a ring with hopping amplitudes ±i, in units with ħ = 1, and a state whose three amplitudes all equal 1. The surface-hopping rates are Tully's: the rate from one state to another is the positive part of the quantum flux between them, divided by the population of the state being left. The theorem states that the Hamiltonian is Hermitian, and that setting every hopping rate to zero gives the same population derivatives in the master equation as these rates, with a strictly smaller total flow of hops. The state is unnormalised: the surface-hopping flow is 6 as written and 2 after normalisation, while for zero rates it is 0 either way. The attempt gets the equal derivatives by summing the net fluxes into each site, and the strict inequality by showing that every term of the surface-hopping flow is non-negative and that the one from site 0 to site 1 is positive.

The first attempt, which Lean rejects:

```lean
import Mathlib

open Matrix

namespace FewestSwitchesHopping

noncomputable section

variable {n : Type*}

/-- The population of state `i` for the amplitudes `c`. -/
def population (c : n → ℂ) (i : n) : ℝ := ‖c i‖ ^ 2

/-- The quantum probability flux `b_ij` from state `j` to state `i`, with `ħ = 1`. -/
def flux (H : Matrix n n ℂ) (c : n → ℂ) (i j : n) : ℝ :=
  2 * (star (c i) * H i j * c j).im

/-- The surface-hopping rate from state `j` to state `i`. -/
def hopRate (H : Matrix n n ℂ) (c : n → ℂ) (i j : n) : ℝ :=
  max 0 (flux H c i j) / population c j

/-- Gain minus loss of population in state `i` under hopping rates `k i j` from `j` to `i`. -/
def masterRate [Fintype n] (k : n → n → ℝ) (c : n → ℂ) (i : n) : ℝ :=
  ∑ j, (k i j * population c j - k j i * population c i)

/-- The total flow of hops between distinct states, counting both directions. -/
def switchingFlow [Fintype n] [DecidableEq n] (k : n → n → ℝ) (c : n → ℂ) : ℝ :=
  ∑ q ∈ (Finset.univ : Finset n).offDiag, k q.1 q.2 * population c q.2

/-- For a Hermitian Hamiltonian the flux from `i` to `j` is minus the flux from `j` to `i`. -/
theorem flux_antisymm {H : Matrix n n ℂ} (hH : H.IsHermitian) (c : n → ℂ) (i j : n) :
    flux H c j i = -flux H c i j := by
  have h : star (H i j) = H j i := hH.apply j i
  unfold flux
  rw [← h]
  simp only [Complex.star_def, Complex.mul_im, Complex.mul_re, Complex.conj_re,
    Complex.conj_im]
  ring

/-- The hopping flow out of an occupied state `j` into `i` is the positive part of the flux. -/
theorem hopRate_mul_population (H : Matrix n n ℂ) (c : n → ℂ) (i j : n) (hj : c j ≠ 0) :
    hopRate H c i j * population c j = max 0 (flux H c i j) := by
  have h : population c j ≠ 0 := pow_ne_zero 2 (norm_ne_zero_iff.mpr hj)
  rw [hopRate, div_mul_cancel₀ _ h]

/-- The surface-hopping rates reproduce the net quantum flux between every pair of states. -/
theorem hopRate_net_flux {H : Matrix n n ℂ} (hH : H.IsHermitian) (c : n → ℂ)
    (h0 : ∀ i, c i ≠ 0) (i j : n) :
    hopRate H c i j * population c j - hopRate H c j i * population c i = flux H c i j := by
  rw [hopRate_mul_population H c i j (h0 j), hopRate_mul_population H c j i (h0 i),
    flux_antisymm hH c i j]
  rcases le_total 0 (flux H c i j) with h | h
  · rw [max_eq_right h, max_eq_left (neg_nonpos.mpr h)]
    ring
  · rw [max_eq_left h, max_eq_right (neg_nonneg.mpr h)]
    ring

/-- A three-site ring Hamiltonian with imaginary hopping amplitudes. -/
def ringH : Matrix (Fin 3) (Fin 3) ℂ :=
  !![0, -Complex.I, Complex.I; Complex.I, 0, -Complex.I; -Complex.I, Complex.I, 0]

/-- On the three-site ring with equal amplitudes, zero rates give the same population
derivatives as the surface-hopping rates, with strictly less switching flow. -/
theorem ring_current_fewer_switches :
    ringH.IsHermitian ∧
    (∀ i, masterRate (fun _ _ => 0) (fun _ : Fin 3 => (1 : ℂ)) i =
      masterRate (hopRate ringH (fun _ => 1)) (fun _ => 1) i) ∧
    switchingFlow (fun _ _ => 0) (fun _ : Fin 3 => (1 : ℂ)) <
      switchingFlow (hopRate ringH (fun _ => 1)) (fun _ => 1) := by
  have hH : ringH.IsHermitian := by
    refine Matrix.IsHermitian.ext fun i j => ?_
    fin_cases i <;> fin_cases j <;> simp [ringH]
  refine ⟨hH, fun i => ?_, ?_⟩
  · have h : masterRate (hopRate ringH (fun _ => 1)) (fun _ => 1) i =
        ∑ j, flux ringH (fun _ => 1) i j :=
      Finset.sum_congr rfl fun j _ => hopRate_net_flux hH _ (fun _ => one_ne_zero) i j
    rw [h]
    fin_cases i <;> norm_num [masterRate, flux, ringH, Fin.sum_univ_succ]
  · have hz : switchingFlow (fun _ _ => 0) (fun _ : Fin 3 => (1 : ℂ)) = 0 := by
      simp [switchingFlow]
    rw [hz]
    -- the hop from site 0 to site 1 already carries a positive flow
    refine Finset.sum_pos' (fun q _ => ?_) ⟨(1, 0), by simp, ?_⟩
    · rw [hopRate_mul_population _ _ _ _ one_ne_zero]
      exact le_max_left _ _
    · norm_num [hopRate, flux, population, ringH]

end

end FewestSwitchesHopping
```

Lean reports:

```
Main.lean:84:10: error: Tactic `rewrite` failed: Did not find an occurrence of the pattern
  hopRate ?m.1942 (@OfNat.ofNat ℂ 1) ?m.1944 One.toOfNat1 * population (@OfNat.ofNat ℂ 1) One.toOfNat1
in the target expression
  0 ≤ hopRate ringH (fun x => 1) q.1 q.2 * population (fun x => 1) q.2

case refine_2.refine_1
hH : ringH.IsHermitian
hz : (switchingFlow (fun x x_1 => 0) fun x => 1) = 0
q : Fin 3 × Fin 3
x✝ : q ∈ Finset.univ.offDiag
⊢ 0 ≤ hopRate ringH (fun x => 1) q.1 q.2 * population (fun x => 1) q.2
```

After these edits no error is left:

```diff
@@ -82,5 +82,5 @@
     -- the hop from site 0 to site 1 already carries a positive flow
     refine Finset.sum_pos' (fun q _ => ?_) ⟨(1, 0), by simp, ?_⟩
-    · rw [hopRate_mul_population _ _ _ _ one_ne_zero]
+    · rw [hopRate_mul_population ringH (fun _ => (1 : ℂ)) q.1 q.2 (one_ne_zero (α := ℂ))]
       exact le_max_left _ _
     · norm_num [hopRate, flux, population, ringH]
```

Diagnosis. The error is in the proof that each term is non-negative. The lemma `hopRate_mul_population` needs a proof of `c j ≠ 0`, and the attempt supplies `one_ne_zero` while leaving `c` and `j` as underscores. Lean therefore has to solve `c j = 1` for both. The numeral `1` is itself an application, `@OfNat.ofNat ℂ 1` applied to the instance `One.toOfNat1`, so Lean takes the first part as `c` and the instance as `j`. The pattern in the message shows this choice. It does not occur in the goal, where the amplitudes are `fun x => 1` and the state is `q.2`, so `rw` fails.

The change that matters is giving `c` as `fun _ => (1 : ℂ)`. Now `c j` reduces to `1` whatever `j` is, so `one_ne_zero` proves what is needed without forcing a choice of `j`, and the left side of the lemma matches the goal. Writing out `ringH`, `q.1` and `q.2` is mere tidying, since matching against the goal would find them, and so is `(α := ℂ)`, since the type is already fixed by `c`.
